# A three-orbital localisation functional on which Jacobi sweeps can stall below the global maximum

Let

$$O=\frac13\begin{pmatrix}1&2&2\\2&1&-2\\2&-2&1\end{pmatrix},\qquad F(U)=\sum_{i,j}U_{ij}^4+2\sum_{i,j}(OU)_{ij}^4 ,$$

where $U$ is a real orthogonal $3\times3$ matrix whose columns are the orbitals. If $G$ is a Givens rotation by the angle $\theta$, mixing any one pair of the starting orbitals $U=1$, then

$$F(G)=\frac{49}{9}-\frac{\sin^2 2\theta}{27}\le F(1)=\frac{49}{9},\qquad\text{while}\qquad F(O)=F(-O)=\frac{65}{9}.$$

A Jacobi procedure that starts at the identity and accepts only pair rotations that raise $F$ therefore never moves, although the proper rotation $-O$ has a larger value. For localisation in electronic structure, this model of three real orbitals shows that a sweep in which no pair can be improved does not guarantee a global maximum.

```lean
import Mathlib

open Matrix

namespace JacobiLocalisationStall

noncomputable section
```

## Two frames and their weights

The rows of $O$ are three orthonormal vectors, which serve as a second reference frame beside the standard one. Indices run over 0, 1, 2, as they do in Lean.

```lean
/-- The second reference frame: one third of the matrix with rows
(1, 2, 2), (2, 1, -2), (2, -2, 1). -/
def O : Matrix (Fin 3) (Fin 3) ℝ :=
  !![1/3, 2/3, 2/3; 2/3, 1/3, -2/3; 2/3, -2/3, 1/3]
```

Column $j$ of $U$ holds the coefficients of orbital $j$. Its population on standard basis vector $i$ is $U_{ij}^2$, and its population on the $i$-th vector of the second frame is $(OU)_{ij}^2$. The functional adds the squares of all these populations, so it rewards orbitals concentrated on few vectors of a frame. The weights 1 and 2 say how much concentration in each frame counts. The weights and the second frame are postulated for the example and not derived from a molecule.

```lean
/-- The localisation functional: the sum of fourth powers of the orbital coefficients
in the standard frame, plus twice the same sum in the frame `O`. -/
def F (U : Matrix (Fin 3) (Fin 3) ℝ) : ℝ :=
  (∑ i, ∑ j, U i j ^ 4) + 2 * (∑ i, ∑ j, (O * U) i j ^ 4)
```

`F` is defined for every real $3\times3$ matrix, and orthogonality is not built into its type. The matrices at which the theorems evaluate it are all orthogonal.

## Rotating one pair at a time

Write $c=\cos\theta$ and $s=\sin\theta$. Multiplying $U$ on the right by the Givens rotation for the pair $(p,q)$ replaces the orbitals $u_p,u_q$ by

$$u_p'=c\,u_p+s\,u_q,\qquad u_q'=-s\,u_p+c\,u_q,$$

and leaves the third orbital alone. The definition lists the corresponding matrix entries. For $p=q$ there is no pair to mix, so $p\ne q$ is assumed wherever the definition is used.

```lean
/-- For `p ≠ q`, the Givens rotation by the angle `θ` that mixes the orbitals `p` and `q`. -/
def givens (p q : Fin 3) (θ : ℝ) : Matrix (Fin 3) (Fin 3) ℝ := fun i j =>
  if i = p ∧ j = p then Real.cos θ
  else if i = q ∧ j = q then Real.cos θ
  else if i = p ∧ j = q then -Real.sin θ
  else if i = q ∧ j = p then Real.sin θ
  else if i = j then 1 else 0
```

A Jacobi run is a sequence $U_0,U_1,U_2,\dots$ in which each step either keeps the current orbitals or applies one pair rotation that strictly increases $F$. The order of the pairs and the choice of angle are left free, so the definition covers cyclic sweeps, a greedy choice of pair and an optimal choice of angle alike, provided that rotations without a gain are rejected.

```lean
/-- A Jacobi run: each step either keeps the orbitals or applies a Givens rotation
of one pair that strictly raises the functional. -/
def IsJacobiRun (U : ℕ → Matrix (Fin 3) (Fin 3) ℝ) : Prop :=
  ∀ n, U (n + 1) = U n ∨
    ∃ p q θ, p ≠ q ∧ U (n + 1) = U n * givens p q θ ∧ F (U n) < F (U (n + 1))
```

## The values at the identity, at O and at −O

The calculations start from the nine entries of $O$, which are recorded once so that later proofs can substitute them.

```lean
/-- The nine entries of the frame `O`. -/
theorem O_entries :
    O 0 0 = 1/3 ∧ O 0 1 = 2/3 ∧ O 0 2 = 2/3 ∧
    O 1 0 = 2/3 ∧ O 1 1 = 1/3 ∧ O 1 2 = -2/3 ∧
    O 2 0 = 2/3 ∧ O 2 1 = -2/3 ∧ O 2 2 = 1/3 :=
  ⟨rfl, rfl, rfl, rfl, rfl, rfl, rfl, rfl, rfl⟩
```

Each column of $3O$ has squared length $1+4+4=9$. The inner products of different columns are

$$2+2-4=0,\qquad 2-4+2=0,\qquad 4-2-2=0 .$$

Hence $O^{\mathsf T}O=1$. The Lean proof checks the same nine entries of the product one by one.

```lean
/-- The matrix `O` is orthogonal. -/
theorem O_orthogonal : Oᵀ * O = 1 := by
  have h3 : ∀ k : Fin 3, k = 0 ∨ k = 1 ∨ k = 2 := by decide
  ext i j
  rcases h3 i with rfl | rfl | rfl <;> rcases h3 j with rfl | rfl | rfl <;>
    norm_num [O_entries, Matrix.mul_apply, Fin.sum_univ_three, Matrix.one_apply] <;>
    decide
```

At $U=1$ the first sum in $F$ is 3, because each orbital coincides with a standard basis vector. The second sum runs over the entries of $O$ itself. Each row contributes $(1+16+16)/81=11/27$, so the three rows give $11/9$. Therefore

$$F(1)=3+2\cdot\frac{11}{9}=\frac{49}{9}.$$

```lean
/-- The functional at the starting orbitals is 49/9. -/
theorem F_one : F 1 = 49 / 9 := by
  unfold F
  rw [mul_one]
  norm_num [O_entries, Fin.sum_univ_three, Matrix.one_apply]
```

At $U=O$ the two sums exchange their values. The matrix $O$ is symmetric as well as orthogonal, so $O\,O=1$, and the orbitals now coincide with the vectors of the second frame, which carries the larger weight:

$$F(O)=\frac{11}{9}+2\cdot3=\frac{65}{9}.$$

```lean
/-- The functional at `O` is 65/9. -/
theorem F_O : F O = 65 / 9 := by
  norm_num [F, O_entries, Matrix.mul_apply, Fin.sum_univ_three]
```

The determinant of $O$ is

$$\det O=\frac{1(1-4)-2(2+4)+2(-4-2)}{27}=-1,$$

so $O$ itself cannot be reached by a product of rotations. This is not the source of the obstruction. Changing the sign of all three orbitals gives $\det(-O)=(-1)^3\det O=1$, and fourth powers do not see the sign, so $F(-O)=F(O)$.

```lean
/-- The matrix `-O` has determinant one, and the functional there is also 65/9. -/
theorem neg_O_proper : (-O).det = 1 ∧ F (-O) = 65 / 9 := by
  constructor
  · rw [Matrix.det_fin_three]
    norm_num [O_entries]
  · norm_num [F, O_entries, Matrix.mul_apply, Fin.sum_univ_three]
```

Every proper rotation in three dimensions is a product of Givens rotations, as in the Euler-angle decomposition. The better orbitals $-O$ are thus within reach of pair rotations, but not by a path from the identity on which every step raises $F$.

## The exact cost of a pair rotation

Take $U=G$, the Givens rotation for the pair $(p,q)$. In the standard frame the untouched orbital contributes 1 and the rotated pair contributes $2(c^4+s^4)$. Since $c^2+s^2=1$,

$$c^4+s^4=1-2c^2s^2=1-\tfrac12\sin^2 2\theta ,$$

and the first sum in $F$ is $3-\sin^2 2\theta$.

In the second frame, let $x_i=O_{ip}$ and $y_i=O_{iq}$ be the entries of the two columns of $O$ that are mixed. Row $i$ contributes

$$\begin{aligned}(cx_i+sy_i)^4+(-sx_i+cy_i)^4={}&(c^4+s^4)(x_i^4+y_i^4)+12c^2s^2x_i^2y_i^2\\&+4cs(c^2-s^2)\,x_iy_i(x_i^2-y_i^2).\end{aligned}$$

For each of the three pairs of columns, summing over the rows gives

$$\sum_i(x_i^4+y_i^4)=\frac{22}{27},\qquad \sum_i x_i^2y_i^2=\frac{4+4+16}{81}=\frac{8}{27},\qquad \sum_i x_iy_i(x_i^2-y_i^2)=0 .$$

The last sum vanishes because its three terms are $6/81$, $-6/81$ and $0$ in some order. With $12c^2s^2=3\sin^2 2\theta$, the rotated pair contributes

$$\frac{22}{27}\Bigl(1-\tfrac12\sin^2 2\theta\Bigr)+\frac{8}{27}\cdot3\sin^2 2\theta=\frac{22}{27}+\frac{13}{27}\sin^2 2\theta .$$

The untouched column adds $11/27$, so the second sum is $\frac{11}{9}+\frac{13}{27}\sin^2 2\theta$. Altogether

$$F(G)=3-\sin^2 2\theta+\frac{22}{9}+\frac{26}{27}\sin^2 2\theta=\frac{49}{9}-\frac{\sin^2 2\theta}{27}.$$

The rotation spoils the localisation in the standard frame slightly more than it improves the weighted localisation in the other.

The Lean proof writes $\sin 2\theta$ as $2\sin\theta\cos\theta$, expands the matrix products and treats $s$ and $c$ as two real numbers related only by $s^2+c^2=1$. It then goes through the nine ordered pairs. Three are excluded by $p\ne q$. In each of the other six, the expanded functional is

$$\frac{49}{27}+\frac{98}{27}(c^4+s^4)+\frac{192}{27}c^2s^2 ,$$

and its difference from the claimed value $\frac{49}{9}-\frac{4}{27}c^2s^2$ is

$$\frac{98}{27}\bigl((s^2+c^2)^2-1\bigr)=\frac{98}{27}(s^2+c^2+1)(s^2+c^2-1).$$

The last factor is zero, and the product of the others is the coefficient that `linear_combination` is given.

```lean
/-- For `p ≠ q`, the functional at the Givens rotation of the pair by `θ` is 49/9 - sin²(2θ)/27. -/
theorem F_givens (p q : Fin 3) (hpq : p ≠ q) (θ : ℝ) :
    F (givens p q θ) = 49 / 9 - Real.sin (2 * θ) ^ 2 / 27 := by
  have h := Real.sin_sq_add_cos_sq θ
  rw [Real.sin_two_mul]
  -- expand the matrix products first, then insert the Givens entries
  simp only [F, Matrix.mul_apply, Fin.sum_univ_three, O_entries]
  simp only [givens]
  generalize Real.sin θ = s at *
  generalize Real.cos θ = c at *
  -- for each pair the quartic in c and s reduces through s² + c² = 1
  fin_cases p <;> fin_cases q <;>
    first
    | exact absurd rfl hpq
    | (simp
       linear_combination (98 / 27) * (s ^ 2 + c ^ 2 + 1) * h)
```

The loss is zero exactly when $\sin 2\theta=0$, that is, when $\theta$ is a multiple of $\pi/2$. Such rotations only permute the two orbitals or change their signs. In Lean, equality of the two values forces $\sin^2 2\theta=0$ and hence $\sin 2\theta=0$; the converse is substitution.

```lean
/-- A Givens rotation of the starting orbitals leaves the functional unchanged
exactly when sin 2θ = 0. -/
theorem F_givens_eq_iff (p q : Fin 3) (hpq : p ≠ q) (θ : ℝ) :
    F (givens p q θ) = F 1 ↔ Real.sin (2 * θ) = 0 := by
  rw [F_givens p q hpq, F_one]
  constructor
  · intro h
    have h2 : Real.sin (2 * θ) ^ 2 = 0 := by linarith
    exact pow_eq_zero_iff (two_ne_zero) |>.mp h2
  · intro h
    rw [h]
    norm_num
```

## No improving pair, yet a better set of orbitals

Since $\sin^2 2\theta\ge0$, the formula gives $F(G)\le F(1)$ for every pair and every angle. The next theorem joins this inequality to the two values and to the orthogonality of $O$.

```lean
/-- No single Givens rotation raises the functional above its value 49/9 at the
identity, yet the orthogonal matrix `O` reaches 65/9. -/
theorem pairwise_maximum_not_global :
    (∀ p q : Fin 3, p ≠ q → ∀ θ : ℝ, F (givens p q θ) ≤ F 1) ∧
      F 1 = 49 / 9 ∧ Oᵀ * O = 1 ∧ F O = 65 / 9 := by
  refine ⟨fun p q hpq θ => ?_, F_one, O_orthogonal, F_O⟩
  rw [F_givens p q hpq, F_one]
  have := sq_nonneg (Real.sin (2 * θ))
  linarith
```

The theorem compares the identity with one pair rotation at a time, and with $O$. It does not say that $65/9$ is the largest value of $F$ on orthogonal matrices, only that the largest value is at least that.

Nor does it make the identity a local maximum, and in fact the identity is not one. A separate calculation, which is not formalised here, gives $F=(57-8\cos3\varphi)/9$ for a rotation of all three orbitals together by $\varphi$ about the axis $(1,-1,-1)$. This rises from $49/9$ as soon as $\varphi$ leaves zero and first reaches $65/9$ at $\varphi=\pi/3$. It takes that value again at $\varphi=\pi$, where the rotation is $-O$. The stall is at a saddle point that pair rotations fail to detect.

## A Jacobi run that never leaves its starting point

Suppose that $U_0=1$ and that the run has stayed at $U_n=1$ up to step $n$. If the next step keeps the orbitals, then $U_{n+1}=1$. If it applies a pair rotation $G$, then $U_{n+1}=1\cdot G=G$, and the acceptance rule demands $F(1)<F(G)$. This contradicts the inequality just proved, so the second case does not occur. By induction $U_n=1$ for all $n$, and

$$F(U_n)=\frac{49}{9}<\frac{65}{9}=F(-O).$$

The Lean proof follows this induction: `rcases` separates the two kinds of step, and the first part of `pairwise_maximum_not_global` refutes the accepted rotation. The hypothesis `h0` fixes the starting orbitals. Runs from other starting points are not treated, so the theorem leaves open how often a stall happens from, say, a random start.

```lean
/-- A Jacobi run started at the identity never moves, and its functional stays below the value at
`-O`. -/
theorem jacobi_run_stalls (U : ℕ → Matrix (Fin 3) (Fin 3) ℝ)
    (h0 : U 0 = 1) (hU : IsJacobiRun U) (n : ℕ) :
    U n = 1 ∧ F (U n) < F (-O) := by
  have key : U n = 1 := by
    induction n with
    | zero => exact h0
    | succ n ih =>
      rcases hU n with h | ⟨p, q, θ, hpq, hstep, hlt⟩
      · rw [h, ih]
      · -- an accepted rotation would contradict pairwise maximality
        rw [hstep, ih, one_mul] at hlt
        exact absurd hlt (not_lt_of_ge (pairwise_maximum_not_global.1 p q hpq θ))
  refine ⟨key, ?_⟩
  rw [key, F_one, neg_O_proper.2]
  norm_num

end

end JacobiLocalisationStall
```

The acceptance rule could also have been modelled with $F(U_n)\le F(U_{n+1})$ in place of the strict inequality, so that rotations without a gain are allowed. The conclusion $U_n=1$ would then be false, because a quarter turn of one pair leaves $F$ unchanged and moves the matrix. The run could wander among signed permutation matrices, which represent the same orbitals in another order and with other signs. Its functional would still remain at $49/9$, since relabelling orbitals and changing their signs do not affect $F$ and turn one pair rotation into another. The theorem could then state that constant value instead of a constant matrix, and its proof could use this invariance as an additional lemma.

```lean
#print axioms JacobiLocalisationStall.F_givens_eq_iff
#print axioms JacobiLocalisationStall.jacobi_run_stalls
```

```
'JacobiLocalisationStall.F_givens_eq_iff' depends on axioms: [propext, Classical.choice, Quot.sound]
'JacobiLocalisationStall.jacobi_run_stalls' depends on axioms: [propext, Classical.choice, Quot.sound]
```
